# For a matrix of hopping range r and a natural number d, a halo of radius d·r gives the central site's diagonal entry exactly for powers up to 2d + 1

The failing theorem, `pow_diag`, concerns a real matrix H on a finite set of sites with a distance, whose entries vanish between sites more than r ≥ 0 apart; H need not be symmetric, and can be read as a one-particle hopping matrix. For a natural number d, its core-halo matrix about site j keeps the entries whose two indices both lie within distance d·r of j, and sets the others to zero. The theorem says that the m-th powers of the two matrices have the same diagonal entry at j for every natural number m ≤ 2d + 1. For m > 0, the attempt writes m = a + (b + 1) with natural numbers a and b at most d, so that each power can be split into an a-th power, one factor of the matrix and a b-th power. The plan is then to compare the outer factors by an earlier lemma on columns, used for H and for its transpose, and to check that the middle hop is kept wherever it contributes.

As first written in Lean, the proof fails:

```lean
import Mathlib

open Matrix Polynomial

namespace PowDiag

noncomputable section

variable {n : Type*} [Fintype n] [DecidableEq n] [PseudoMetricSpace n]

/-- The core-halo matrix of site `j`: entries of `H` are kept when both indices lie within
distance `R` of `j`, and all others are set to zero. -/
def coreHalo {n : Type*} [PseudoMetricSpace n] (H : Matrix n n ℝ) (j : n) (R : ℝ) :
    Matrix n n ℝ :=
  Matrix.of fun i k => if dist i j ≤ R ∧ dist k j ≤ R then H i k else 0

omit [DecidableEq n] in
/-- If `H` has range `r` and a vector vanishes beyond distance `s` from `j`, then `H` applied to
it vanishes beyond distance `s + r`. -/
theorem mulVec_spread {H : Matrix n n ℝ} {r s : ℝ} {j : n} {v : n → ℝ}
    (hH : ∀ i k, r < dist i k → H i k = 0) (hv : ∀ k, s < dist k j → v k = 0)
    (i : n) (hi : s + r < dist i j) : (H *ᵥ v) i = 0 := by
  simp only [Matrix.mulVec, dotProduct]
  refine Finset.sum_eq_zero fun l _ => ?_
  by_cases hl : s < dist l j
  · rw [hv l hl, mul_zero]
  · have hil : r < dist i l := by linarith [dist_triangle i l j]
    rw [hH i l hil, zero_mul]

omit [DecidableEq n] in
/-- Let `H` have range `r ≥ 0` and let a vector vanish beyond distance `s` from `j`. If
`s + r ≤ R`, the core-halo matrix of radius `R` acts on this vector exactly as `H` does. -/
theorem coreHalo_mulVec {H : Matrix n n ℝ} {r s R : ℝ} {j : n} {v : n → ℝ} (hr : 0 ≤ r)
    (hH : ∀ i k, r < dist i k → H i k = 0) (hv : ∀ k, s < dist k j → v k = 0)
    (hR : s + r ≤ R) : coreHalo H j R *ᵥ v = H *ᵥ v := by
  ext i
  simp only [Matrix.mulVec, dotProduct]
  refine Finset.sum_congr rfl fun l _ => ?_
  by_cases hl : s < dist l j
  · rw [hv l hl, mul_zero, mul_zero]
  · by_cases hil : r < dist i l
    · simp [coreHalo, hH i l hil]
    · -- both sites lie in the halo, so the entry is kept
      have h1 : dist i j ≤ R := by linarith [dist_triangle i l j]
      have h2 : dist l j ≤ R := by linarith
      simp only [coreHalo, Matrix.of_apply]
      rw [if_pos ⟨h1, h2⟩]

/-- For `H` of range `r ≥ 0` and `k ≤ d`, the `k`-th powers of `H` and of its core-halo matrix
of radius `d r` share column `j`, and this column vanishes beyond distance `k r` from `j`. -/
theorem pow_column {H : Matrix n n ℝ} {r : ℝ} (hr : 0 ≤ r)
    (hH : ∀ i k, r < dist i k → H i k = 0) (j : n) (d k : ℕ) (hk : k ≤ d) :
    (∀ i, (coreHalo H j (d * r) ^ k) i j = (H ^ k) i j) ∧
      ∀ i, k * r < dist i j → (H ^ k) i j = 0 := by
  induction k with
  | zero =>
    refine ⟨fun i => by simp, fun i hi => ?_⟩
    have hij : i ≠ j := by
      rintro rfl
      simp at hi
    rw [pow_zero, Matrix.one_apply_ne hij]
  | succ k ih =>
    obtain ⟨ih1, ih2⟩ := ih (by omega)
    have hkd : (k : ℝ) + 1 ≤ d := by exact_mod_cast hk
    have hR : k * r + r ≤ d * r := by nlinarith [mul_le_mul_of_nonneg_right hkd hr]
    -- a column of a product is a matrix acting on a column
    have hcol : ∀ A B : Matrix n n ℝ, ∀ i, (A * B) i j = (A *ᵥ fun l => B l j) i := by
      intro A B i
      simp only [Matrix.mul_apply, Matrix.mulVec, dotProduct]
    refine ⟨fun i => ?_, fun i hi => ?_⟩
    · rw [pow_succ' (coreHalo H j (d * r)), pow_succ' H, hcol, hcol, funext ih1,
        coreHalo_mulVec hr hH ih2 hR]
    · rw [pow_succ', hcol]
      refine mulVec_spread hH ih2 i ?_
      push_cast at hi
      linarith

/-- For `H` of range `r ≥ 0`, the diagonal entry at `j` of the `m`-th power is reproduced by the
core-halo matrix of radius `d r` for all `m ≤ 2 d + 1`. -/
theorem pow_diag {H : Matrix n n ℝ} {r : ℝ} (hr : 0 ≤ r)
    (hH : ∀ i k, r < dist i k → H i k = 0) (j : n) (d m : ℕ) (hm : m ≤ 2 * d + 1) :
    (coreHalo H j (d * r) ^ m) j j = (H ^ m) j j := by
  rcases Nat.eq_zero_or_pos m with rfl | hpos
  · simp
  -- split the walk into two halves of length at most d, joined by one hop
  obtain ⟨a, b, ha, hb, rfl⟩ : ∃ a b, a ≤ d ∧ b ≤ d ∧ m = a + (b + 1) :=
    ⟨m - 1 - d, m - 1 - (m - 1 - d), by omega, by omega, by omega⟩
  have hT : coreHalo Hᵀ j (d * r) = (coreHalo H j (d * r))ᵀ := by
    ext i k
    simp [coreHalo, and_comm]
  have hHT : ∀ i k, r < dist i k → Hᵀ i k = 0 := fun i k h =>
    hH k i (by rwa [dist_comm])
  obtain ⟨row, rowZero⟩ := pow_column hr hHT j d a ha
  obtain ⟨col, colZero⟩ := pow_column hr hH j d b hb
  simp only [hT, ← Matrix.transpose_pow, Matrix.transpose_apply] at row rowZero
  have har : (a : ℝ) * r ≤ d * r :=
    mul_le_mul_of_nonneg_right (by exact_mod_cast ha) hr
  have hbr : (b : ℝ) * r ≤ d * r :=
    mul_le_mul_of_nonneg_right (by exact_mod_cast hb) hr
  rw [pow_add, pow_add, pow_succ', pow_succ', Matrix.mul_apply, Matrix.mul_apply]
  refine Finset.sum_congr rfl fun i _ => ?_
  rw [row i]
  by_cases hi : dist i j ≤ d * r
  · congr 1
    rw [Matrix.mul_apply, Matrix.mul_apply]
    refine Finset.sum_congr rfl fun l _ => ?_
    rw [col l]
    by_cases hl : dist l j ≤ d * r
    · simp only [coreHalo, Matrix.of_apply]
      rw [if_pos ⟨hi, hl⟩]
    · rw [colZero l (by linarith [not_le.mp hl]), mul_zero, mul_zero]
  · rw [rowZero i (by linarith [not_le.mp hi]), zero_mul, zero_mul]

end

end PowDiag
```

Lean reports:

```
Main.lean:100:35: error: Tactic `rewrite` failed: Did not find an occurrence of the pattern
  ?a ^ (?n + 1)
in the target expression
  (coreHalo H j (↑d * r) ^ a * (coreHalo H j (↑d * r) ^ b * (coreHalo H j (↑d * r) * coreHalo H j (↑d * r) ^ 0))) j j =
    (H ^ (a + (b + 1))) j j

case inr
n : Type u_1
inst✝² : Fintype n
inst✝¹ : DecidableEq n
inst✝ : PseudoMetricSpace n
H : Matrix n n ℝ
r : ℝ
hr : 0 ≤ r
hH : ∀ (i k : n), r < dist i k → H i k = 0
j : n
d a b : ℕ
ha : a ≤ d
hb : b ≤ d
hm : a + (b + 1) ≤ 2 * d + 1
hpos : a + (b + 1) > 0
hT : coreHalo Hᵀ j (↑d * r) = (coreHalo H j (↑d * r))ᵀ
hHT : ∀ (i k : n), r < dist i k → Hᵀ i k = 0
col : ∀ (i : n), (coreHalo H j (↑d * r) ^ b) i j = (H ^ b) i j
colZero : ∀ (i : n), ↑b * r < dist i j → (H ^ b) i j = 0
row : ∀ (i : n), (coreHalo H j (↑d * r) ^ a) j i = (H ^ a) j i
rowZero : ∀ (i : n), ↑a * r < dist i j → (H ^ a) j i = 0
har : ↑a * r ≤ ↑d * r
hbr : ↑b * r ≤ ↑d * r
⊢ (coreHalo H j (↑d * r) ^ a * (coreHalo H j (↑d * r) ^ b * (coreHalo H j (↑d * r) * coreHalo H j (↑d * r) ^ 0))) j j =
    (H ^ (a + (b + 1))) j j

Note: The target expression is not type-correct under the `implicit` transparency level, which may have triggered the failure. This is usually caused by unfolding of semireducible definitions in prior tactic steps. Use `set_option linter.tacticCheckInstances true` to investigate the source of the issue.
Full error:
  function expected
    (coreHalo H j (↑d * r) ^ a * (coreHalo H j (↑d * r) ^ b * (coreHalo H j (↑d * r) * coreHalo H j (↑d * r) ^ 0))) j
```

Cause. The error is at the second `pow_succ'`, where Lean finds no match for `?a ^ (?n + 1)`. The goal it prints shows that the rewriting had already gone astray. The first `pow_add` split the core-halo power into exponents `a` and `b + 1`. The second was meant for `H`, but its pattern also fits the new exponent `b + 1`, so it split that power again, into exponents `b` and `1`. The first `pow_succ'` then turned the first power into the matrix times its zeroth power.

That left the core-halo exponents `a`, `b` and `0`, none of which has the form `?n + 1`, and the untouched `H ^ (a + (b + 1))`. Its exponent adds `b + 1` to `a`, and `rw` does not regroup it as `(a + b) + 1` to make it match. Lean's note suggests that a type-correctness problem may have played a part, but the earlier rewrites in the same line succeeded on matrix entries written in the same way, and the exponents already explain the failure.

The repair proves `hsplit`, which gives `A ^ (a + (b + 1)) = A ^ a * (A * A ^ b)` for any matrix `A`, with the arguments of `pow_add` and `pow_succ'` written out so that each rewrites the intended power. Applying `hsplit` to the core-halo matrix and to `H` by name gives both sides the form the rest of the proof expects.

The change, after which it compiles:

```diff
@@ -98,5 +98,7 @@
   have hbr : (b : ℝ) * r ≤ d * r :=
     mul_le_mul_of_nonneg_right (by exact_mod_cast hb) hr
-  rw [pow_add, pow_add, pow_succ', pow_succ', Matrix.mul_apply, Matrix.mul_apply]
+  have hsplit : ∀ A : Matrix n n ℝ, A ^ (a + (b + 1)) = A ^ a * (A * A ^ b) := fun A => by
+    rw [pow_add A a (b + 1), pow_succ' A b]
+  rw [hsplit (coreHalo H j (d * r)), hsplit H, Matrix.mul_apply, Matrix.mul_apply]
   refine Finset.sum_congr rfl fun i _ => ?_
   rw [row i]
```
